# The Wigner-Seitz cell lies within half the root of the summed squared primitive lengths, and reaches it only when the primitive vectors are orthogonal

Under the minimum-image convention for a periodic simulation box, the interaction of two particles is evaluated at the shortest of the displacements between their periodic images. That shortest displacement lies in the Wigner-Seitz cell of the lattice of box translations. How long can it be, given only the lengths of the box vectors?

Let $a_i$ be a finite basis of a real inner product space, and write $R_n=\sum_i n_i a_i$ for the lattice vector with integer coordinates $n_i$. The cell consists of all $x$ with $\|x\|\le\|x-R_n\|$ for every $n$. With $S=\sum_i\|a_i\|^2$, the claim is that

$$\|x\|^2\le \tfrac14 S\quad\text{for every } x \text{ in the cell,}$$

and that some point of the cell attains equality exactly when the $a_i$ are pairwise orthogonal.

## Rounding one coordinate at a time

Take a vector $v$, a primitive vector $a$ and a real coordinate $t$ with fractional part $p=t-\lfloor t\rfloor$. Rounding $t$ down leaves $v+pa$; rounding it up leaves $v+(p-1)a$. Give these weights $1-p$ and $p$. The cross terms cancel, and the mean squared norm is

$$\|v\|^2+\big[(1-p)p^2+p(1-p)^2\big]\|a\|^2=\|v\|^2+p(1-p)\|a\|^2\le\|v\|^2+\tfrac14\|a\|^2 .$$

At least one of the two roundings does no worse than the mean.

Now write $x=\sum_i t_i a_i$. Starting from the zero vector and adding the directions one by one, each rounded favourably, gives an $n$ with $\|x-R_n\|^2\le S/4$. If $x$ is in the cell, $\|x\|\le\|x-R_n\|$, and the bound follows.

## When the bound is attained

Suppose first that the $a_i$ are orthogonal, and take the body centre $x=\frac12\sum_i a_i$. Then

$$\|x-R_n\|^2=\sum_i(\tfrac12-n_i)^2\|a_i\|^2\ge\tfrac14 S=\|x\|^2,$$

because $(\frac12-n_i)^2-\frac14=n_i(n_i-1)\ge0$ for every integer $n_i$. So $x$ is in the cell and attains the bound.

Conversely, let $x$ be in the cell with $\|x\|^2=S/4$. Fix $i\ne j$ and put $A=\|a_i\|^2$, $B=\|a_j\|^2$, $c=\langle a_i,a_j\rangle$. For any integers $k,l$ let $y=(t_i-k)a_i+(t_j-l)a_j$, and round all the other coordinates favourably, starting from $y$. The resulting lattice vector $R$ satisfies

$$\tfrac14S=\|x\|^2\le\|x-R\|^2\le\|y\|^2+\tfrac14(S-A-B),$$

so $\|y\|^2\ge\frac14(A+B)$. Let $p,q$ be the fractional parts of $t_i,t_j$. Choosing $k=\lfloor t_i\rfloor+e$ and $l=\lfloor t_j\rfloor+f$ with $e,f\in\{0,1\}$ gives four inequalities,

$$(p-e)^2A+2(p-e)(q-f)c+(q-f)^2B\ge\tfrac14(A+B).$$

Average them with the product weights, $1-p$ or $p$ for $e=0$ or $1$, and $1-q$ or $q$ for $f=0$ or $1$. The term in $c$ drops out, leaving $p(1-p)A+q(1-q)B\ge\frac14(A+B)$, that is,

$$(p-\tfrac12)^2A+(q-\tfrac12)^2B\le0 .$$

Since $A,B>0$, we have $p=q=\frac12$. The corner $e=f=0$ now says $c\ge0$, and the corner $e=1$, $f=0$ says $c\le0$. Hence $c=0$.

## Lattice, cell and body centre in Lean

The type `ι` labels the primitive vectors and `E` is the space they live in. Its norm comes from the inner product, so lengths are Euclidean.

```lean
import Mathlib

open Finset

namespace WignerSeitzCell

variable {ι E : Type*} [NormedAddCommGroup E] [InnerProductSpace ℝ E]
```

A lattice vector is an integer combination of the family `a`.

```lean
/-- The lattice vector with integer coordinates `n` along the primitive vectors `a`. -/
noncomputable def latticeVector [Fintype ι] (a : ι → E) (n : ι → ℤ) : E :=
  ∑ i, (n i : ℝ) • a i
```

The inequality is not strict, so a point equidistant from the origin and another lattice vector belongs to the cell provided that no lattice vector is closer to it.

```lean
/-- The Wigner-Seitz cell: the points at least as close to the origin as to any lattice vector. -/
def cell [Fintype ι] (a : ι → E) : Set E :=
  {x | ∀ n : ι → ℤ, ‖x‖ ≤ ‖x - latticeVector a n‖}

/-- The centre of the parallelepiped spanned by the primitive vectors. -/
noncomputable def bodyCentre [Fintype ι] (a : ι → E) : E := ∑ i, (1 / 2 : ℝ) • a i
```

## The upper bound in Lean

The expansion of a squared norm supplies the cross term used in the averaging.

```lean
/-- The squared length of a vector displaced by a multiple of another. -/
lemma norm_add_smul_sq (v a : E) (c : ℝ) :
    ‖v + c • a‖ ^ 2 = ‖v‖ ^ 2 + 2 * c * inner ℝ v a + c ^ 2 * ‖a‖ ^ 2 := by
  rw [norm_add_sq_real, real_inner_smul_right, norm_smul, mul_pow, Real.norm_eq_abs, sq_abs]
  ring
```

The next proof runs by contradiction. If every integer exceeded the bound, so would $\lfloor t\rfloor$ and $\lfloor t\rfloor+1$; `nlinarith` combines these two inequalities with the weights $1-p$ and $p$.

```lean
/-- One coordinate can be rounded to an integer at a cost of at most a quarter of the squared
length of its primitive vector. -/
lemma round_one (v a : E) (t : ℝ) :
    ∃ m : ℤ, ‖v + (t - m) • a‖ ^ 2 ≤ ‖v‖ ^ 2 + ‖a‖ ^ 2 / 4 := by
  by_contra! h
  have h0 := h ⌊t⌋
  have h1 := h (⌊t⌋ + 1)
  obtain ⟨p, hp⟩ : ∃ p : ℝ, p = t - ⌊t⌋ := ⟨_, rfl⟩
  have e : t - ((⌊t⌋ + 1 : ℤ) : ℝ) = p - 1 := by push_cast; linarith
  rw [norm_add_smul_sq, ← hp] at h0
  rw [norm_add_smul_sq, e] at h1
  have p0 : 0 ≤ p := by linarith [Int.floor_le t]
  have p1 : 0 < 1 - p := by linarith [Int.lt_floor_add_one t]
  -- average the two roundings with weights `1 - p` and `p`
  nlinarith [mul_pos p1 (sub_pos.2 h0), mul_nonneg p0 (sub_nonneg.2 h1.le),
    mul_nonneg (sq_nonneg (p - 1 / 2)) (sq_nonneg ‖a‖)]
```

Induction over a finite set `s` of directions repeats the step. The starting vector `y` is arbitrary, which the converse needs later. `Function.update` changes the integer in the new direction and leaves the earlier ones alone.

```lean
/-- Any finite set of coordinates can be rounded to integers at a cost of at most a quarter of
the sum of the squared lengths of their primitive vectors. -/
lemma round_many (a : ι → E) (t : ι → ℝ) (y : E) (s : Finset ι) :
    ∃ n : ι → ℤ, ‖y + ∑ i ∈ s, (t i - n i) • a i‖ ^ 2
      ≤ ‖y‖ ^ 2 + (∑ i ∈ s, ‖a i‖ ^ 2) / 4 := by
  classical
  induction s using Finset.induction_on with
  | empty => exact ⟨fun _ => 0, by simp⟩
  | insert j s hj ih =>
    obtain ⟨n, hn⟩ := ih
    obtain ⟨m, hm⟩ := round_one (y + ∑ i ∈ s, (t i - n i) • a i) (a j) (t j)
    refine ⟨Function.update n j m, ?_⟩
    have hs : ∑ i ∈ s, (t i - (Function.update n j m i : ℝ)) • a i
        = ∑ i ∈ s, (t i - n i) • a i :=
      Finset.sum_congr rfl fun i hi => by
        rw [Function.update_of_ne (ne_of_mem_of_not_mem hi hj)]
    rw [Finset.sum_insert hj, Finset.sum_insert hj, hs, Function.update_self]
    have e : y + ((t j - m) • a j + ∑ i ∈ s, (t i - n i) • a i)
        = y + ∑ i ∈ s, (t i - n i) • a i + (t j - m) • a j := by abel
    rw [e]
    linarith
```

From here on `ι` is finite. A `Module.Basis` supplies the basis vectors $a_i$, and `a.repr x i` is the coordinate $t_i$ of $x$.

```lean
variable [Fintype ι]

/-- The separation of a point from a lattice vector, written in lattice coordinates. -/
lemma sub_latticeVector (a : Module.Basis ι ℝ E) (x : E) (n : ι → ℤ) :
    x - latticeVector (⇑a) n = ∑ i, (a.repr x i - n i) • a i := by
  simp only [latticeVector, sub_smul, Finset.sum_sub_distrib, a.sum_repr]
```

Taking `y` to be zero and `s` to be all directions gives a nearby lattice vector for any point of space, whether or not it is in the cell.

```lean
/-- Every point of space has a lattice vector whose squared distance from it is at most a quarter
of the sum of the squared lengths of the primitive vectors. -/
theorem exists_lattice_near (a : Module.Basis ι ℝ E) (x : E) :
    ∃ n : ι → ℤ, ‖x - latticeVector (⇑a) n‖ ^ 2 ≤ (∑ i, ‖a i‖ ^ 2) / 4 := by
  obtain ⟨n, hn⟩ := round_many (⇑a) (a.repr x) 0 univ
  refine ⟨n, ?_⟩
  rw [zero_add, norm_zero] at hn
  rw [sub_latticeVector]
  linarith
```

The cell condition, squared, turns this into the bound. Applied to a basis of the reciprocal lattice, it limits the length of a wavevector in the first Brillouin zone; this is a purely geometric statement, independent of the crystal's Hamiltonian.

```lean
/-- Every point of the Wigner-Seitz cell has squared norm at most a quarter of the sum of the
squared lengths of the primitive vectors. -/
theorem norm_sq_le_of_mem_cell (a : Module.Basis ι ℝ E) {x : E} (hx : x ∈ cell (⇑a)) :
    ‖x‖ ^ 2 ≤ (1 / 4) * ∑ i, ‖a i‖ ^ 2 := by
  obtain ⟨n, hn⟩ := exists_lattice_near a x
  have := pow_le_pow_left₀ (norm_nonneg x) (hx n) 2
  linarith
```

## Orthogonal vectors and the converse in Lean

Pythagoras removes all cross terms from a combination of orthogonal vectors.

```lean
/-- Pythagoras for a combination of pairwise orthogonal vectors. -/
lemma norm_sq_sum (a : ι → E) (h : ∀ i j, i ≠ j → inner ℝ (a i) (a j) = 0) (c : ι → ℝ) :
    ‖∑ i, c i • a i‖ ^ 2 = ∑ i, c i ^ 2 * ‖a i‖ ^ 2 := by
  rw [← real_inner_self_eq_norm_sq, sum_inner]
  refine Finset.sum_congr rfl fun i _ => ?_
  rw [inner_sum, Finset.sum_eq_single i]
  · rw [real_inner_smul_left, real_inner_smul_right, real_inner_self_eq_norm_sq]
    ring
  · intro j _ hj
    rw [real_inner_smul_left, real_inner_smul_right, h i j hj.symm]
    ring
  · intro hi
    exact absurd (Finset.mem_univ i) hi
```

This theorem takes any finite orthogonal family, without requiring a basis. The inequality $n_i(n_i-1)\ge0$ is proved over the integers and then carried to the reals.

```lean
/-- For pairwise orthogonal primitive vectors the body centre lies in the Wigner-Seitz cell, and
its squared norm is a quarter of the sum of their squared lengths. -/
theorem bodyCentre_attains (a : ι → E) (h : ∀ i j, i ≠ j → inner ℝ (a i) (a j) = 0) :
    bodyCentre a ∈ cell a ∧ ‖bodyCentre a‖ ^ 2 = (1 / 4) * ∑ i, ‖a i‖ ^ 2 := by
  have h0 : ‖bodyCentre a‖ ^ 2 = ∑ i, (1 / 2 : ℝ) ^ 2 * ‖a i‖ ^ 2 :=
    norm_sq_sum a h (fun _ => 1 / 2)
  constructor
  · intro n
    have h1 : bodyCentre a - latticeVector a n = ∑ i, (1 / 2 - (n i : ℝ)) • a i := by
      simp only [bodyCentre, latticeVector, sub_smul, Finset.sum_sub_distrib]
    refine (pow_le_pow_iff_left₀ (norm_nonneg _) (norm_nonneg _) two_ne_zero).mp ?_
    rw [h0, h1, norm_sq_sum a h (fun i => 1 / 2 - (n i : ℝ))]
    refine Finset.sum_le_sum fun i _ => mul_le_mul_of_nonneg_right ?_ (sq_nonneg _)
    -- no integer is closer to one half than zero is
    have hz : (0 : ℤ) ≤ n i * (n i - 1) := by
      rcases le_or_gt (n i) 0 with hn | hn
      · nlinarith
      · exact mul_nonneg (by omega) (by omega)
    have hr : (0 : ℝ) ≤ n i * (n i - 1) := by exact_mod_cast hz
    nlinarith
  · rw [h0, ← Finset.mul_sum]
    norm_num
```

The planar lemma contains the four-corner argument, with `t` and `u` standing for $t_i$ and $t_j$. The inequality `w` is the weighted average, and `hp2` and `hq2` fix both fractional parts at one half.

```lean
/-- If no point of a planar lattice is closer to a given point than half the root of `A + B`,
with `A`, `B` the squared lengths of the primitive vectors, their inner product `c` vanishes. -/
lemma planar_corner {A B c t u : ℝ} (hA : 0 < A) (hB : 0 < B)
    (h : ∀ k l : ℤ, (A + B) / 4 ≤
      (t - k) ^ 2 * A + 2 * (t - k) * (u - l) * c + (u - l) ^ 2 * B) : c = 0 := by
  obtain ⟨p, hp⟩ : ∃ p : ℝ, p = t - ⌊t⌋ := ⟨_, rfl⟩
  obtain ⟨q, hq⟩ : ∃ q : ℝ, q = u - ⌊u⌋ := ⟨_, rfl⟩
  have g (e f : ℤ) : (A + B) / 4 ≤
      (p - e) ^ 2 * A + 2 * (p - e) * (q - f) * c + (q - f) ^ 2 * B := by
    have h' := h (⌊t⌋ + e) (⌊u⌋ + f)
    have e1 : t - ((⌊t⌋ + e : ℤ) : ℝ) = p - e := by push_cast; linarith
    have e2 : u - ((⌊u⌋ + f : ℤ) : ℝ) = q - f := by push_cast; linarith
    rwa [e1, e2] at h'
  have h00 := g 0 0
  have h10 := g 1 0
  have h01 := g 0 1
  have h11 := g 1 1
  push_cast at h00 h10 h01 h11
  have p0 : 0 ≤ p := by linarith [Int.floor_le t]
  have p1 : 0 ≤ 1 - p := by linarith [Int.lt_floor_add_one t]
  have q0 : 0 ≤ q := by linarith [Int.floor_le u]
  have q1 : 0 ≤ 1 - q := by linarith [Int.lt_floor_add_one u]
  -- the weighted average over the four corners removes the cross term
  have w : (p - 1 / 2) ^ 2 * A + (q - 1 / 2) ^ 2 * B ≤ 0 := by
    linarith [mul_nonneg (mul_nonneg p1 q1) (sub_nonneg.2 h00),
      mul_nonneg (mul_nonneg p0 q1) (sub_nonneg.2 h10),
      mul_nonneg (mul_nonneg p1 q0) (sub_nonneg.2 h01),
      mul_nonneg (mul_nonneg p0 q0) (sub_nonneg.2 h11)]
  have hp2 : p = 1 / 2 := by
    by_contra hne
    have h' : p - 1 / 2 ≠ 0 := sub_ne_zero.2 hne
    have : 0 < (p - 1 / 2) ^ 2 * A := by positivity
    linarith [mul_nonneg (sq_nonneg (q - 1 / 2)) hB.le]
  have hq2 : q = 1 / 2 := by
    by_contra hne
    have h' : q - 1 / 2 ≠ 0 := sub_ne_zero.2 hne
    have : 0 < (q - 1 / 2) ^ 2 * B := by positivity
    linarith [mul_nonneg (sq_nonneg (p - 1 / 2)) hA.le]
  rw [hp2, hq2] at h00 h10
  apply le_antisymm <;> linarith
```

The last theorem joins the two directions. In the converse, `n'` takes the values `k` and `l` in the two chosen directions and the favourable roundings elsewhere; `hy` expands $\|y\|^2$ into the form that the planar lemma expects.

Orthogonality here is a property of the chosen basis, whereas the cell depends only on the lattice. The square lattice described by $(1,0)$ and $(1,1)$ has the bound $\frac34$, although its cell reaches only $\|x\|^2=\frac12$. For a non-orthogonal basis the theorem says that the bound is strict, but does not give the actual maximum.

```lean
/-- The bound on the Wigner-Seitz cell is attained by a point of the cell exactly when the
primitive vectors are pairwise orthogonal. -/
theorem bound_attained_iff_orthogonal (a : Module.Basis ι ℝ E) :
    (∃ x ∈ cell (⇑a), ‖x‖ ^ 2 = (1 / 4) * ∑ i, ‖a i‖ ^ 2) ↔
      ∀ i j, i ≠ j → inner ℝ (a i) (a j) = 0 := by
  classical
  refine ⟨?_, fun h => ⟨bodyCentre (⇑a), bodyCentre_attains (⇑a) h⟩⟩
  rintro ⟨x, hx, hxe⟩ i j hij
  have hi : 0 < ‖a i‖ ^ 2 := pow_pos (norm_pos_iff.2 (a.ne_zero i)) 2
  have hj : 0 < ‖a j‖ ^ 2 := pow_pos (norm_pos_iff.2 (a.ne_zero j)) 2
  have hmem : j ∈ univ.erase i := Finset.mem_erase.2 ⟨hij.symm, Finset.mem_univ j⟩
  refine planar_corner (t := a.repr x i) (u := a.repr x j) hi hj fun k l => ?_
  -- round directions `i`, `j` to `k`, `l`, and all others favourably
  obtain ⟨n, hn⟩ := round_many (⇑a) (a.repr x)
    ((a.repr x i - k) • a i + (a.repr x j - l) • a j) ((univ.erase i).erase j)
  obtain ⟨n', hi', hj', hm'⟩ : ∃ n' : ι → ℤ, n' i = k ∧ n' j = l ∧
      ∀ m, m ≠ i → m ≠ j → n' m = n m :=
    ⟨fun m => if m = i then k else if m = j then l else n m, by simp, by simp [hij.symm],
      fun m h1 h2 => by simp [h1, h2]⟩
  have hs : ∑ m ∈ (univ.erase i).erase j, (a.repr x m - n' m) • a m
      = ∑ m ∈ (univ.erase i).erase j, (a.repr x m - n m) • a m :=
    Finset.sum_congr rfl fun m hm => by
      have h2 := Finset.mem_erase.1 hm
      rw [hm' m (Finset.mem_erase.1 h2.2).1 h2.1]
  have e : x - latticeVector (⇑a) n' = (a.repr x i - k) • a i + (a.repr x j - l) • a j
      + ∑ m ∈ (univ.erase i).erase j, (a.repr x m - n m) • a m := by
    rw [sub_latticeVector, ← Finset.add_sum_erase _ _ (Finset.mem_univ i),
      ← Finset.add_sum_erase _ _ hmem, hs, hi', hj']
    abel
  have hle := pow_le_pow_left₀ (norm_nonneg x) (hx n') 2
  rw [e] at hle
  have q1 := Finset.add_sum_erase univ (fun m => ‖a m‖ ^ 2) (Finset.mem_univ i)
  have q2 := Finset.add_sum_erase (univ.erase i) (fun m => ‖a m‖ ^ 2) hmem
  beta_reduce at q1 q2
  have hy : ‖(a.repr x i - k) • a i + (a.repr x j - l) • a j‖ ^ 2
      = (a.repr x i - k) ^ 2 * ‖a i‖ ^ 2
        + 2 * (a.repr x i - k) * (a.repr x j - l) * inner ℝ (a i) (a j)
        + (a.repr x j - l) ^ 2 * ‖a j‖ ^ 2 := by
    rw [norm_add_smul_sq, real_inner_smul_left, norm_smul, mul_pow, Real.norm_eq_abs, sq_abs]
    ring
  linarith

end WignerSeitzCell
```

```lean
#print axioms WignerSeitzCell.norm_sq_le_of_mem_cell
#print axioms WignerSeitzCell.bound_attained_iff_orthogonal
```

```
'WignerSeitzCell.norm_sq_le_of_mem_cell' depends on axioms: [propext, Classical.choice, Quot.sound]
'WignerSeitzCell.bound_attained_iff_orthogonal' depends on axioms: [propext, Classical.choice, Quot.sound]
```
